# One isomorphous derivative fixes a structure factor up to a mirror image; two with non-parallel heavy-atom terms fix it completely

Suppose that a native crystal has the structure factor $F=i$ at some Bragg reflection, and that added heavy atoms contribute $H=1$. Diffraction yields the amplitudes $|F|=1$ and $|F+H|=\sqrt2$, but no phases. The value $-i$ would give the same two numbers. A second derivative with heavy-atom term $K=i$ decides: its amplitude is $2$ for $F=i$ and $0$ for $F=-i$.

The problem is to find $F$ from such amplitudes when the heavy-atom terms are known. Without anomalous scattering, structure factors with their phases are, up to a factor of the cell volume, the Fourier coefficients of the electron density, so the answer bears on recovering that density from diffraction, here for finitely many atoms in the unit cell and error-free amplitudes.

```lean
import Mathlib

open scoped ComplexConjugate

namespace IsomorphousReplacement

noncomputable section
```

At the Miller indices $h$, the atoms of one unit cell, with scattering factors $f_j$ and fractional coordinates $x_j$, give $\sum_j f_j e^{2\pi i\,h\cdot x_j}$, with a plus sign in the exponent. The $f_j$ are complex constants for the one reflection considered, so they may include anomalous and thermal factors.

```lean
/-- The structure factor at the reflection `h` of finitely many atoms with scattering factors `f`
and fractional coordinates `x`. -/
def structureFactor {ι : Type*} [Fintype ι] (f : ι → ℂ) (x : ι → Fin 3 → ℝ)
    (h : Fin 3 → ℤ) : ℂ :=
  ∑ j, f j * Complex.exp (2 * Real.pi * Complex.I * ((∑ k, (h k : ℝ) * x j k : ℝ) : ℂ))
```

For $H\neq0$, write $M=H\overline F/\overline H$. This is `mirror H F`, a reflection in the complex plane and not a crystallographic mirror.

```lean
/-- The mirror image of `F` in the line through the origin along the heavy-atom term `H`,
for `H ≠ 0`. -/
def mirror (H F : ℂ) : ℂ := H * conj F / conj H
```

In `isoDiff`, the real numbers `P` and `PH` are the native and derivative amplitudes. The value is a combination of squares, not the isomorphous difference $|F+H|-|F|$ of textbooks.

```lean
/-- Half of `PH ^ 2 - P ^ 2 - ‖H‖ ^ 2`, for the native amplitude `P`, the derivative amplitude `PH`
and the known heavy-atom term `H`. -/
def isoDiff (P PH : ℝ) (H : ℂ) : ℝ := (PH ^ 2 - P ^ 2 - ‖H‖ ^ 2) / 2
```

## (a) Adding heavy atoms

Native atoms $(f,x)$ stay in place while heavy atoms $(g,y)$ are added. Show that
$$F_{\text{derivative}}(h)=\sum_j f_j e^{2\pi i\,h\cdot x_j}+\sum_k g_k e^{2\pi i\,h\cdot y_k}.$$

**Solution.** The sum over all atoms splits into a native and a heavy-atom part. In Lean, `Sum.elim` joins the two lists of atoms and `Fintype.sum_sum_type` splits the sum.

```lean
/-- When heavy atoms are added to an unchanged native structure, the structure factor of the
derivative is the native one plus that of the heavy atoms. -/
theorem structureFactor_derivative {ι κ : Type*} [Fintype ι] [Fintype κ]
    (f : ι → ℂ) (x : ι → Fin 3 → ℝ) (g : κ → ℂ) (y : κ → Fin 3 → ℝ) (h : Fin 3 → ℤ) :
    structureFactor (Sum.elim f g) (Sum.elim x y) h
      = structureFactor f x h + structureFactor g y h := by
  simp only [structureFactor, Fintype.sum_sum_type, Sum.elim_inl, Sum.elim_inr]
```

From here on $F$ and the heavy-atom terms are arbitrary complex numbers. It is left to experiment that a real derivative has the amplitude $|F+H|$ with a known $H$: cell and native atoms unmoved, heavy atoms located, data on a common scale.

## (b) What the amplitudes measure

Show that
$$\tfrac12\left(|F+H|^2-|F|^2-|H|^2\right)=\operatorname{Re}(F\overline H).$$

**Solution.** Expanding, $|F+H|^2=|F|^2+|H|^2+F\overline H+\overline F H$. The last two terms are conjugates, with sum $2\operatorname{Re}(F\overline H)$. Lean expands in real and imaginary parts, and `ring` finishes.

```lean
/-- Half of `‖F + H‖ ^ 2 - ‖F‖ ^ 2 - ‖H‖ ^ 2` is the real part of `F conj H`. -/
theorem isoDiff_eq (F H : ℂ) : isoDiff ‖F‖ ‖F + H‖ H = (F * conj H).re := by
  simp only [isoDiff, Complex.sq_norm, Complex.normSq_apply, Complex.add_re, Complex.add_im,
    Complex.mul_re, Complex.conj_re, Complex.conj_im]
  ring
```

## (c) Comparing two candidates

Let $|G|=|F|$ and let $K$ be any heavy-atom term. Show that
$$|G+K|=|F+K|\iff\operatorname{Re}(G\overline K)=\operatorname{Re}(F\overline K).$$

**Solution.** Subtracting (b) for $F$ from (b) for $G$ gives
$$|G+K|^2-|F+K|^2=2\operatorname{Re}(G\overline K)-2\operatorname{Re}(F\overline K).$$
Amplitudes are non-negative, so they agree exactly when their squares do; this is `sq_eq_sq₀`.

```lean
/-- For two structure factors of equal amplitude, the derivative amplitudes agree exactly when
the real parts of their products with `conj K` agree. -/
theorem norm_add_eq_iff {F G : ℂ} (h : ‖G‖ = ‖F‖) (K : ℂ) :
    ‖G + K‖ = ‖F + K‖ ↔ (G * conj K).re = (F * conj K).re := by
  rw [← isoDiff_eq, ← isoDiff_eq, h]
  constructor
  · intro e
    rw [e]
  · intro e
    simp only [isoDiff] at e
    have e2 : ‖G + K‖ ^ 2 = ‖F + K‖ ^ 2 := by linarith
    exact (sq_eq_sq₀ (norm_nonneg _) (norm_nonneg _)).mp e2
```

## (d) The displacement of the mirror image

For $H\neq0$, show that
$$M=F-c\,iH,\qquad c=\frac{2\operatorname{Im}(F\overline H)}{|H|^2}.$$

**Solution.** Divide $F\overline H-\overline F H=2i\operatorname{Im}(F\overline H)$ by $\overline H$. The left side becomes $F-M$, and the right side becomes $c\,iH$ because $1/\overline H=H/|H|^2$. The displacement is perpendicular to $H$.

Lean clears the denominator $\overline H$, keeps only the relation $c|H|^2=2\operatorname{Im}(F\overline H)$ (`key`), and compares components.

```lean
/-- For `H ≠ 0`, the mirror image differs from `F` by a real multiple of `i H`, a vector
perpendicular to `H`. -/
theorem mirror_eq {H : ℂ} (hH : H ≠ 0) (F : ℂ) :
    mirror H F
      = F - ((2 * (F * conj H).im / Complex.normSq H : ℝ) : ℂ) * (Complex.I * H) := by
  have hc : conj H ≠ 0 := (map_ne_zero _).mpr hH
  have hN : Complex.normSq H ≠ 0 := fun h => hH (Complex.normSq_eq_zero.mp h)
  have key : 2 * (F * conj H).im / Complex.normSq H * Complex.normSq H
      = 2 * (F * conj H).im := div_mul_cancel₀ _ hN
  rw [mirror, div_eq_iff hc]
  -- only the defining relation of the real coefficient is needed
  generalize 2 * (F * conj H).im / Complex.normSq H = c at key ⊢
  simp only [Complex.normSq_apply, Complex.mul_im, Complex.conj_re, Complex.conj_im] at key
  apply Complex.ext
  · simp only [Complex.mul_re, Complex.mul_im, Complex.sub_re, Complex.sub_im, Complex.conj_re,
      Complex.conj_im, Complex.ofReal_re, Complex.ofReal_im, Complex.I_re, Complex.I_im]
    ring
  · simp only [Complex.mul_re, Complex.mul_im, Complex.sub_re, Complex.sub_im, Complex.conj_re,
      Complex.conj_im, Complex.ofReal_re, Complex.ofReal_im, Complex.I_re, Complex.I_im]
    linear_combination key
```

## (e) When a second term sees no difference

For $H\neq0$, show that
$$|M+K|=|F+K|\iff\operatorname{Im}(F\overline H)=0\ \text{ or }\ \operatorname{Im}(H\overline K)=0.$$

**Solution.** Since $|M|=|H||F|/|H|=|F|$, part (c) applies. By (d),
$$\operatorname{Re}(M\overline K)=\operatorname{Re}(F\overline K)+c\operatorname{Im}(H\overline K).$$
The amplitudes therefore agree exactly when $c\operatorname{Im}(H\overline K)=0$, that is, when $F$ or $K$ lies on the line through the origin along $H$. In Lean, `hn` is the equality of moduli and `key` is the displayed identity.

```lean
/-- For `H ≠ 0`, a second heavy-atom term `K` fails to distinguish `F` from its mirror image
exactly when `F conj H` is real or `H conj K` is real. -/
theorem mirror_undetected_iff {H : ℂ} (hH : H ≠ 0) (F K : ℂ) :
    ‖mirror H F + K‖ = ‖F + K‖ ↔ (F * conj H).im = 0 ∨ (H * conj K).im = 0 := by
  have hN : Complex.normSq H ≠ 0 := fun h => hH (Complex.normSq_eq_zero.mp h)
  have hn : ‖mirror H F‖ = ‖F‖ := by
    have h0 : ‖H‖ ≠ 0 := norm_ne_zero_iff.mpr hH
    rw [mirror, norm_div, norm_mul, Complex.norm_conj, Complex.norm_conj]
    exact mul_div_cancel_left₀ _ h0
  have key : ∀ c : ℝ, ((F - (c : ℂ) * (Complex.I * H)) * conj K).re
      = (F * conj K).re + c * (H * conj K).im := by
    intro c
    simp only [Complex.mul_re, Complex.mul_im, Complex.sub_re, Complex.sub_im, Complex.conj_re,
      Complex.conj_im, Complex.ofReal_re, Complex.ofReal_im, Complex.I_re, Complex.I_im]
    ring
  rw [norm_add_eq_iff hn, mirror_eq hH, key]
  constructor
  · intro e
    have e2 : 2 * (F * conj H).im / Complex.normSq H * (H * conj K).im = 0 := by linarith
    rcases mul_eq_zero.mp e2 with h | h
    · left
      rcases div_eq_zero_iff.mp h with h | h
      · linarith
      · exact absurd h hN
    · exact Or.inr h
  · rintro (h | h)
    · rw [h]
      ring
    · rw [h]
      ring
```

## (f) One derivative

For $H\neq0$, show that
$$|G|=|F|\ \text{ and }\ |G+H|=|F+H|\iff G=F\ \text{ or }\ G=M.$$

**Solution.** Assume equal amplitudes. By (c), $G\overline H$ and $F\overline H$ have equal real parts. Their moduli are also equal, so $\operatorname{Im}(G\overline H)=\pm\operatorname{Im}(F\overline H)$. The plus sign gives $G=F$. The minus sign gives $G\overline H=\overline F H$, hence $G=M$.

Conversely, $G=F$ is immediate. For $G=M$, use (e) with $K=0$ and with $K=H$, where $\operatorname{Im}(H\overline K)=0$. Lean takes the same route, with the sign choice made by `sq_eq_sq_iff_eq_or_eq_neg`.

```lean
/-- Single isomorphous replacement: for `H ≠ 0`, the native and derivative amplitudes fix the
structure factor exactly up to reflection in the line along `H`. -/
theorem single_replacement {H : ℂ} (hH : H ≠ 0) (F G : ℂ) :
    (‖G‖ = ‖F‖ ∧ ‖G + H‖ = ‖F + H‖) ↔ (G = F ∨ G = mirror H F) := by
  have hc : conj H ≠ 0 := (map_ne_zero _).mpr hH
  constructor
  · rintro ⟨h1, h2⟩
    rw [norm_add_eq_iff h1] at h2
    have hn : ‖G * conj H‖ ^ 2 = ‖F * conj H‖ ^ 2 := by rw [norm_mul, norm_mul, h1]
    rw [Complex.sq_norm, Complex.sq_norm, Complex.normSq_apply, Complex.normSq_apply, h2] at hn
    -- only the sign of the imaginary part is left open
    have him : (G * conj H).im ^ 2 = (F * conj H).im ^ 2 := by linear_combination hn
    rcases sq_eq_sq_iff_eq_or_eq_neg.mp him with h | h
    · exact Or.inl (mul_right_cancel₀ hc (Complex.ext h2 h))
    · right
      have e : G * conj H = conj (F * conj H) :=
        Complex.ext (by rw [Complex.conj_re]; exact h2) (by rw [Complex.conj_im]; exact h)
      rw [mirror, eq_div_iff hc, e, map_mul, Complex.conj_conj, mul_comm]
  · rintro (h | h)
    · rw [h]
      exact ⟨rfl, rfl⟩
    · rw [h]
      constructor
      · simpa using (mirror_undetected_iff hH F 0).mpr (Or.inr (by simp))
      · refine (mirror_undetected_iff hH F H).mpr (Or.inr ?_)
        rw [Complex.mul_conj, Complex.ofReal_im]
```

## (g) When the two solutions merge

For $H\neq0$, show that
$$M=F\iff\operatorname{Im}(F\overline H)=0.$$

**Solution.** $M=F$ means $H\overline F=F\overline H$, so $F\overline H$ equals its own conjugate and is real. Each step reverses. One derivative then suffices, for example when $F$ and $H$ are both real. Lean checks both directions by components.

```lean
/-- For `H ≠ 0`, the two solutions coincide exactly when `F conj H` is real. -/
theorem mirror_eq_self_iff {H : ℂ} (hH : H ≠ 0) (F : ℂ) :
    mirror H F = F ↔ (F * conj H).im = 0 := by
  have hc : conj H ≠ 0 := (map_ne_zero _).mpr hH
  rw [mirror, div_eq_iff hc]
  constructor
  · intro e
    have e2 := congrArg Complex.im e
    simp only [Complex.mul_im, Complex.conj_re, Complex.conj_im] at e2 ⊢
    linarith
  · intro h
    simp only [Complex.mul_im, Complex.conj_re, Complex.conj_im] at h
    apply Complex.ext <;>
      simp only [Complex.mul_re, Complex.mul_im, Complex.conj_re, Complex.conj_im] <;> linarith
```

## (h) Solving for the structure factor

Let $H_1,H_2$ be the terms of two derivatives, $D=\operatorname{Im}(H_1\overline{H_2})\neq0$, and $d_j=\tfrac12(|F+H_j|^2-|F|^2-|H_j|^2)$. Show that
$$F=\frac{i\,(d_1H_2-d_2H_1)}{D}.$$

**Solution.** By (b), $2d_j=F\overline{H_j}+\overline F H_j$. Eliminating $\overline F$,
$$2(d_1H_2-d_2H_1)=F(\overline{H_1}H_2-\overline{H_2}H_1)=-2iDF.$$
Multiply by $i/(2D)$. In the Lean statement $F$ enters the right side only through its amplitudes. The proof clears $D$ and verifies both components with `ring`.

```lean
/-- If `H₁ conj H₂` is not real, the structure factor is given explicitly by the native amplitude,
the two derivative amplitudes and the two heavy-atom terms. -/
theorem double_replacement_formula {H₁ H₂ : ℂ} (h : (H₁ * conj H₂).im ≠ 0) (F : ℂ) :
    F = Complex.I * ((isoDiff ‖F‖ ‖F + H₁‖ H₁ : ℂ) * H₂ - (isoDiff ‖F‖ ‖F + H₂‖ H₂ : ℂ) * H₁)
      / ((H₁ * conj H₂).im : ℂ) := by
  rw [eq_div_iff (Complex.ofReal_ne_zero.mpr h), isoDiff_eq, isoDiff_eq]
  apply Complex.ext <;>
    simp only [Complex.mul_re, Complex.mul_im, Complex.sub_re, Complex.sub_im, Complex.conj_re,
      Complex.conj_im, Complex.ofReal_re, Complex.ofReal_im, Complex.I_re, Complex.I_im] <;>
    ring
```

## (i) Two derivatives

With $D\neq0$, let $|G|=|F|$, $|G+H_1|=|F+H_1|$ and $|G+H_2|=|F+H_2|$. Show that
$$G=F.$$

**Solution.** Write (h) for $G$ and for $F$. The right sides contain the same amplitudes, so they are equal. The Lean proof chains these equalities.

```lean
/-- Double isomorphous replacement: if `H₁ conj H₂` is not real, the native amplitude and the
two derivative amplitudes determine the structure factor uniquely. -/
theorem double_replacement_unique {H₁ H₂ F G : ℂ} (h : (H₁ * conj H₂).im ≠ 0)
    (h0 : ‖G‖ = ‖F‖) (h1 : ‖G + H₁‖ = ‖F + H₁‖) (h2 : ‖G + H₂‖ = ‖F + H₂‖) : G = F := by
  refine (double_replacement_formula h G).trans ?_
  rw [h0, h1, h2]
  exact (double_replacement_formula h F).symm

end

end IsomorphousReplacement
```

```lean
#print axioms IsomorphousReplacement.structureFactor_derivative
-- 'IsomorphousReplacement.structureFactor_derivative' depends on axioms: [propext, Classical.choice, Quot.sound]
#print axioms IsomorphousReplacement.single_replacement
-- 'IsomorphousReplacement.single_replacement' depends on axioms: [propext, Classical.choice, Quot.sound]
#print axioms IsomorphousReplacement.mirror_eq_self_iff
-- 'IsomorphousReplacement.mirror_eq_self_iff' depends on axioms: [propext, Classical.choice, Quot.sound]
#print axioms IsomorphousReplacement.double_replacement_unique
-- 'IsomorphousReplacement.double_replacement_unique' depends on axioms: [propext, Classical.choice, Quot.sound]
```

## Parallel terms, and three derivatives without native data

Two different non-zero heavy-atom terms are not enough for (i). With $H_1=1$ and $H_2=2$, the values $F=i$ and $G=-i$ share all three amplitudes $1,\sqrt2,\sqrt5$.

The same argument handles three derivatives with no native amplitude. Apply (i) to $F+H_1$ in place of $F$, with the terms $H_2-H_1$ and $H_3-H_1$: the amplitudes $|F+H_1|$, $|F+H_2|$, $|F+H_3|$ determine $F$ if $\operatorname{Im}\big((H_2-H_1)\overline{(H_3-H_1)}\big)\neq0$.
